# For positive initial amounts, mass action fixes one extent of reaction

A: Take initial amounts \(n_i>0\) and real stoichiometric coefficients \(v_i\), negative for reactants and positive for products, not all zero. For every real \(L\), exactly one extent \(s\) keeps all amounts \(n_i+v_is\) positive and satisfies

\[
\ell(s)=\sum_i v_i\log(n_i+v_is)=L .
\]

This \(s\) increases strictly with \(L\).

Q: Why should there be only one solution? With arbitrary coefficients this is not even a polynomial equation.

A: Differentiate. Where all amounts are positive,

\[
\ell'(s)=\sum_i \frac{v_i^2}{n_i+v_is}>0 .
\]

The feasible extents form an interval, because each condition \(n_i+v_is>0\) is linear in \(s\). So \(\ell\) is continuous and strictly increasing there, and no value occurs twice.

Q: That gives at most one. Why is every \(L\) reached?

A: Start at \(s=0\) and go forward. If there are reactants, let \(k\) be one with the smallest \(n_i/(-v_i)\). As \(s\) approaches that ratio from below, \(n_k+v_ks\to0^+\), and since \(v_k<0\), \(v_k\log(n_k+v_ks)\to+\infty\). If there are none, \(s\) can grow without limit, and a term with \(v_k>0\) diverges upwards. Each other term has derivative \(v_i^2/(n_i+v_is)\ge0\), so it stays at or above its initial value. Hence \(\ell\) is unbounded above.

Replacing \(v\) by \(-v\) and \(s\) by \(-s\) leaves the amounts unchanged and reverses the sign of \(\ell\), so \(\ell\) is also unbounded below. The intermediate value theorem supplies a solution for every \(L\). If \(L<M\), their solutions are in the same order, because \(\ell\) is strictly increasing.

Q: What does the code take as a reaction?

A: A finite set of species `ι` and two real-valued functions on it, `n` and `v`.

```lean
import Mathlib

open Finset

namespace MassActionUniqueness

noncomputable section

variable {ι : Type*} [Fintype ι] {n v : ι → ℝ}
```

The composition is linear in the extent.

```lean
/-- Amount of species `i` at extent of reaction `s`, from initial amounts `n` and
stoichiometric coefficients `v`. -/
def amount (n v : ι → ℝ) (s : ℝ) (i : ι) : ℝ := n i + v i * s
```

Q: Could a negative amount slip in through the logarithm?

A: Lean's real logarithm does return values at negative arguments, but `Feasible` excludes them.

```lean
/-- An extent is feasible when every species is present in a positive amount. -/
def Feasible (n v : ι → ℝ) (s : ℝ) : Prop := ∀ i, 0 < amount n v s i

/-- Logarithm of the reaction quotient, written with amounts, at extent `s`. -/
def logQuotient (n v : ι → ℝ) (s : ℝ) : ℝ := ∑ i, v i * Real.log (amount n v s i)
```

Q: Equilibrium constants involve activities. Where are they?

A: The model assumes activities proportional to amounts, as for the species of an ideal gas mixture or the solutes of an ideal dilute solution, at fixed temperature and volume. Then \(L\) stands for \(-\Delta G^\circ/RT\) plus a constant from the volume and standard concentrations, with amounts measured in a fixed unit. Non-ideal activities, coupled reactions and constant-pressure mixtures whose total amount changes are not covered.

Q: How does the proof establish the monotonicity?

A: Term by term. A product's amount and its logarithm rise; a reactant's fall, but its negative coefficient reverses the inequality.

```lean
omit [Fintype ι] in
/-- The contribution of each species to the logarithmic quotient does not decrease as the reaction
advances from one feasible extent to another. -/
theorem term_le {s t : ℝ} (hs : Feasible n v s) (ht : Feasible n v t) (hst : s ≤ t) (i : ι) :
    v i * Real.log (amount n v s i) ≤ v i * Real.log (amount n v t i) := by
  rcases le_total 0 (v i) with hc | hc
  · exact mul_le_mul_of_nonneg_left
      (Real.log_le_log (hs i) (by unfold amount; nlinarith)) hc
  · exact mul_le_mul_of_nonpos_left
      (Real.log_le_log (ht i) (by unfold amount; nlinarith)) hc
```

One nonzero coefficient makes the sum strictly increasing.

```lean
/-- On the feasible extents, the logarithmic quotient is strictly increasing if some stoichiometric
coefficient is nonzero. -/
theorem logQuotient_strictMonoOn (hv : ∃ i, v i ≠ 0) :
    StrictMonoOn (logQuotient n v) {s | Feasible n v s} := by
  intro s hs t ht hst
  obtain ⟨k, hk⟩ := hv
  unfold logQuotient
  refine Finset.sum_lt_sum (fun i _ => term_le hs ht hst.le i) ⟨k, Finset.mem_univ k, ?_⟩
  rcases lt_or_gt_of_ne hk with h | h
  · exact mul_lt_mul_of_neg_left
      (Real.log_lt_log (ht k) (by unfold amount; nlinarith)) h
  · exact mul_lt_mul_of_pos_left
      (Real.log_lt_log (hs k) (by unfold amount; nlinarith)) h
```

The derivative formula is used for continuity.

```lean
/-- At a feasible extent `s`, the derivative of the logarithmic quotient is the sum over species of
`v i ^ 2 / amount n v s i`. -/
theorem hasDerivAt_logQuotient {s : ℝ} (hs : Feasible n v s) :
    HasDerivAt (logQuotient n v) (∑ i, v i ^ 2 / amount n v s i) s := by
  have h : HasDerivAt (fun x => ∑ i, v i * Real.log (amount n v x i))
      (∑ i, v i ^ 2 / amount n v s i) s := by
    refine HasDerivAt.fun_sum fun i _ => ?_
    have h1 : HasDerivAt (fun x => amount n v x i) (v i) s :=
      (((hasDerivAt_id s).const_mul (v i)).const_add (n i)).congr_deriv (mul_one _)
    exact ((h1.log (hs i).ne').const_mul (v i)).congr_deriv (by ring)
  exact h
```

Q: And the divergence at exhaustion?

A: It becomes an explicit choice of extent. Since the limiting species is not known in advance, each species gets a threshold `C i`. For a limiting reactant \(k\), the proof picks a remaining amount \(e>0\) no larger than \(n_k\) or \(\exp(C_k/v_k)\), then solves \(n_k+v_ks=e\). Without reactants, it sets \(v_ks=\exp(C_k/v_k)\).

```lean
/-- For any thresholds `C`, some species' contribution reaches its threshold at a
feasible nonnegative extent. -/
theorem exists_large_term (hn : ∀ i, 0 < n i) (hv : ∃ i, v i ≠ 0) (C : ι → ℝ) :
    ∃ k s, 0 ≤ s ∧ Feasible n v s ∧ C k ≤ v k * Real.log (amount n v s k) := by
  by_cases hneg : ∃ i, v i < 0
  · -- the limiting reactant `k` is the one exhausted first
    obtain ⟨k, hk', hmin⟩ := Finset.exists_min_image
      (Finset.univ.filter (fun i => v i < 0)) (fun i => n i / (-v i))
      (by obtain ⟨i, hi⟩ := hneg; exact ⟨i, by simp [hi]⟩)
    have hk : v k < 0 := by simpa using hk'
    have hk0 : v k ≠ 0 := hk.ne
    obtain ⟨e, he0, hen, hee⟩ : ∃ e, 0 < e ∧ e ≤ n k ∧ e ≤ Real.exp (C k / v k) :=
      ⟨min _ _, lt_min (hn k) (Real.exp_pos _), min_le_left _ _, min_le_right _ _⟩
    obtain ⟨s, hs0, hvs⟩ : ∃ s, 0 ≤ s ∧ v k * s = e - n k :=
      ⟨(e - n k) / v k, div_nonneg_of_nonpos (by linarith) hk.le, by field_simp⟩
    refine ⟨k, s, hs0, fun i => ?_, ?_⟩
    · unfold amount
      rcases le_or_gt 0 (v i) with hi | hi
      · have := mul_nonneg hi hs0
        linarith [hn i]
      · have h1 : s < n k / (-v k) := by
          rw [lt_div_iff₀ (neg_pos.2 hk)]
          nlinarith
        have h2 : n k / (-v k) ≤ n i / (-v i) := hmin i (by simp [hi])
        have h3 := h1.trans_le h2
        rw [lt_div_iff₀ (neg_pos.2 hi)] at h3
        nlinarith
    · have ha : amount n v s k = e := by unfold amount; linarith
      have hl : Real.log e ≤ C k / v k :=
        (Real.log_le_log he0 hee).trans_eq (Real.log_exp _)
      have hc : v k * (C k / v k) = C k := by field_simp
      rw [ha, ← hc]
      exact mul_le_mul_of_nonpos_left hl hk.le
  · -- without reactants the extent can grow without limit
    have hpos : ∀ i, 0 ≤ v i := fun i => not_lt.1 fun h => hneg ⟨i, h⟩
    obtain ⟨k, hk0⟩ := hv
    have hk : 0 < v k := lt_of_le_of_ne (hpos k) (Ne.symm hk0)
    obtain ⟨s, hs0, hvs⟩ : ∃ s, 0 ≤ s ∧ v k * s = Real.exp (C k / v k) :=
      ⟨Real.exp (C k / v k) / v k, by positivity, by field_simp⟩
    refine ⟨k, s, hs0, fun i => ?_, ?_⟩
    · have := mul_nonneg (hpos i) hs0
      unfold amount
      linarith [hn i]
    · have hl : C k / v k ≤ Real.log (amount n v s k) := by
        rw [← Real.log_exp (C k / v k)]
        exact Real.log_le_log (Real.exp_pos _) (by unfold amount; linarith [hn k])
      have hc : v k * (C k / v k) = C k := by field_simp
      calc C k = v k * (C k / v k) := hc.symm
        _ ≤ _ := mul_le_mul_of_nonneg_left hl hk.le
```

The threshold is then chosen so that the rise of term \(k\) alone is at least \(L-\ell(0)\). No other term has fallen, so \(\ell(s)\ge L\).

```lean
/-- The logarithmic quotient reaches or exceeds any prescribed value at a feasible extent. -/
theorem exists_logQuotient_ge (hn : ∀ i, 0 < n i) (hv : ∃ i, v i ≠ 0) (L : ℝ) :
    ∃ s, Feasible n v s ∧ L ≤ logQuotient n v s := by
  obtain ⟨k, s, hs0, hs, hC⟩ := exists_large_term hn hv
    (fun k => L - logQuotient n v 0 + v k * Real.log (amount n v 0 k))
  have hC' : L - logQuotient n v 0 + v k * Real.log (amount n v 0 k)
      ≤ v k * Real.log (amount n v s k) := hC
  have h0 : Feasible n v 0 := fun i => by simpa [amount] using hn i
  -- the other contributions have not fallen below their initial values
  have h := Finset.single_le_sum
    (f := fun i => v i * Real.log (amount n v s i) - v i * Real.log (amount n v 0 i))
    (fun i _ => sub_nonneg.2 (term_le h0 hs hs0 i)) (Finset.mem_univ k)
  simp only [Finset.sum_sub_distrib] at h
  refine ⟨s, hs, ?_⟩
  unfold logQuotient at *
  linarith
```

Q: Which theorem states the result?

A: `equilibrium_extent`. For positive initial amounts and at least one nonzero coefficient, it gives a strictly increasing function `ξ` such that `s` is feasible and attains `L` if and only if `s = ξ L`. The proof applies the previous lemma to `v` and `-v`, then uses the intermediate value theorem on the feasible interval. If all reactants but no products are present at the start, take a slightly advanced state, where all amounts are positive, as the initial one.

```lean
/-- Mass action uniqueness: each value `L` of the logarithmic quotient is attained at
exactly one feasible extent `ξ L`, and `ξ` is strictly increasing. -/
theorem equilibrium_extent (hn : ∀ i, 0 < n i) (hv : ∃ i, v i ≠ 0) :
    ∃ ξ : ℝ → ℝ, StrictMono ξ ∧
      ∀ L s, (Feasible n v s ∧ logQuotient n v s = L) ↔ s = ξ L := by
  have mono := logQuotient_strictMonoOn (n := n) hv
  have hex : ∀ L, ∃ s, Feasible n v s ∧ logQuotient n v s = L := by
    intro L
    obtain ⟨b, hb, hLb⟩ := exists_logQuotient_ge hn hv L
    -- the reversed reaction supplies a lower value
    obtain ⟨a, ha, hLa⟩ := exists_logQuotient_ge (v := -v) hn
      (by obtain ⟨i, hi⟩ := hv; exact ⟨i, by simpa using hi⟩) (-L)
    have hA : ∀ s i, amount n (-v) s i = amount n v (-s) i := fun s i => by simp [amount]
    have ha' : Feasible n v (-a) := fun i => by rw [← hA]; exact ha i
    simp only [logQuotient, hA, Pi.neg_apply, neg_mul, Finset.sum_neg_distrib] at hLa
    have hLa' : logQuotient n v (-a) ≤ L := by unfold logQuotient; linarith
    have hconn : Set.OrdConnected {s | Feasible n v s} := by
      refine ⟨fun s hs t ht r hr i => ?_⟩
      have h1 : 0 < n i + v i * s := hs i
      have h2 : 0 < n i + v i * t := ht i
      unfold amount
      rcases le_total 0 (v i) with hc | hc
      · linarith [mul_le_mul_of_nonneg_left hr.1 hc]
      · linarith [mul_le_mul_of_nonpos_left hr.2 hc]
    have hcont : ContinuousOn (logQuotient n v) {s | Feasible n v s} :=
      fun s hs => (hasDerivAt_logQuotient hs).continuousAt.continuousWithinAt
    obtain ⟨s, hs, hsL⟩ :=
      hconn.isPreconnected.intermediate_value ha' hb hcont ⟨hLa', hLb⟩
    exact ⟨s, hs, hsL⟩
  choose ξ hF hL using hex
  refine ⟨ξ, fun L M hLM => ?_, fun L s => ⟨fun h => ?_, fun h => ?_⟩⟩
  · exact (mono.lt_iff_lt (hF L) (hF M)).1 (by rw [hL, hL]; exact hLM)
  · exact mono.injOn h.1 (hF L) (h.2.trans (hL L).symm)
  · rw [h]
    exact ⟨hF L, hL L⟩
```

Q: Is a nonzero coefficient really needed?

A: Yes. If all are zero, \(\ell\) is identically zero and \(L=1\) is never attained.

```lean
/-- Every value of the logarithmic quotient fixes a unique feasible extent exactly when
some stoichiometric coefficient is nonzero. -/
theorem existsUnique_iff (hn : ∀ i, 0 < n i) :
    (∀ L, ∃! s, Feasible n v s ∧ logQuotient n v s = L) ↔ ∃ i, v i ≠ 0 := by
  constructor
  · intro h
    by_contra hc
    have h0 : ∀ i, v i = 0 := fun i => by_contra fun hi => hc ⟨i, hi⟩
    obtain ⟨s, ⟨_, hs⟩, _⟩ := h 1
    simp [logQuotient, h0] at hs
  · intro hv L
    obtain ⟨ξ, _, h⟩ := equilibrium_extent hn hv
    exact ⟨ξ L, (h L _).2 rfl, fun s hs => (h L s).1 hs⟩
```

Q: I would write \(\prod_i(n_i+v_is)^{v_i}=K\).

A: Exponentiating \(\ell(s)=\log K\) gives that form for every \(K>0\). Here \(K=e^L\) is written in amounts: it is the thermodynamic equilibrium constant times the factor from the volume and standard concentrations.

```lean
/-- For each constant `K > 0` the mass action law in product form has exactly one
feasible solution. -/
theorem existsUnique_massAction (hn : ∀ i, 0 < n i) (hv : ∃ i, v i ≠ 0)
    {K : ℝ} (hK : 0 < K) :
    ∃! s, Feasible n v s ∧ ∏ i, amount n v s i ^ v i = K := by
  have hexp : ∀ s, Feasible n v s →
      ∏ i, amount n v s i ^ v i = Real.exp (logQuotient n v s) := by
    intro s hs
    rw [logQuotient, Real.exp_sum]
    exact Finset.prod_congr rfl fun i _ => by
      rw [Real.rpow_def_of_pos (hs i), mul_comm]
  obtain ⟨s, ⟨hs, hsL⟩, huniq⟩ := (existsUnique_iff hn).2 hv (Real.log K)
  refine ⟨s, ⟨hs, by rw [hexp s hs, hsL, Real.exp_log hK]⟩, fun t ht => ?_⟩
  exact huniq t ⟨ht.1, by rw [← ht.2, hexp t ht.1, Real.log_exp]⟩
```

Q: Must there be both reactants and products?

A: Not for uniqueness. Having both confines the extent to a bounded interval, by rearranging two positivity conditions.

```lean
omit [Fintype ι] in
/-- A reactant `i` bounds every feasible extent from above and a product `j` bounds it
from below. -/
theorem extent_bounds {i j : ι} (hi : v i < 0) (hj : 0 < v j) {s : ℝ}
    (hs : Feasible n v s) : -n j / v j < s ∧ s < n i / (-v i) := by
  have h1 : 0 < n i + v i * s := hs i
  have h2 : 0 < n j + v j * s := hs j
  constructor
  · rw [div_lt_iff₀ hj]
    linarith
  · rw [lt_div_iff₀ (neg_pos.2 hi)]
    linarith
```

For a single ideal reaction at fixed temperature and volume, an equilibrium solver can therefore bisect between the tightest such bounds, where every extent is feasible and \(\ell\) is strictly increasing, with \(L\) obtained, for instance, from a computed standard reaction free energy and the constant from the volume and standard concentrations.

Q: Does the sign of \(s\) agree with comparing the reaction quotient with \(K\)?

A: It does: by monotonicity, \(s>0\) exactly when \(\ell(0)<L\).

```lean
/-- The extent that attains `L` is positive exactly when the initial logarithmic quotient
is below `L`. -/
theorem extent_pos_iff (hn : ∀ i, 0 < n i) (hv : ∃ i, v i ≠ 0) {s L : ℝ}
    (hs : Feasible n v s) (hL : logQuotient n v s = L) :
    0 < s ↔ logQuotient n v 0 < L := by
  have h0 : Feasible n v 0 := fun i => by simpa [amount] using hn i
  rw [← hL]
  exact ((logQuotient_strictMonoOn hv).lt_iff_lt h0 hs).symm

end

end MassActionUniqueness
```

```lean
#print axioms MassActionUniqueness.existsUnique_massAction
#print axioms MassActionUniqueness.extent_bounds
#print axioms MassActionUniqueness.extent_pos_iff
```

```
'MassActionUniqueness.existsUnique_massAction' depends on axioms: [propext, Classical.choice, Quot.sound]
'MassActionUniqueness.extent_bounds' depends on axioms: [propext, Classical.choice, Quot.sound]
'MassActionUniqueness.extent_pos_iff' depends on axioms: [propext, Classical.choice, Quot.sound]
```
